# On a tridiagonal chain with no broken bond, eigenorbitals with distinct energies have a nonzero Slater determinant on the first N sites

N non-interacting fermions of equal spin occupy N orbitals of a chain of M sites. Can all of them be found crowded together at one end, or does the wave function have a node there? For orbitals that are eigenvectors of a nearest-neighbour Hamiltonian with no cut bond, the amplitude there is nonzero exactly when their energies are distinct. Two orbitals with equal energies would be proportional and leave no N-fermion state at all, so a nonzero Slater determinant of such orbitals never has a node there.

Sites are numbered x = 0, …, M−1, and particles and orbitals 0, …, N−1, with N ≤ M. The complex matrix T is the one-particle Hamiltonian, and orbital φ_j has energy E_j.

```lean
import Mathlib

open Polynomial Matrix

namespace ChainSlaterDeterminant

noncomputable section

variable {M N : ℕ}
```

With particle i on site x_i, the amplitude is the determinant of the matrix with entries φ_j(x_i). `slater` leaves it unnormalised; for orthonormal orbitals the normalised amplitude is this number divided by √(N!).

```lean
/-- The unnormalised Slater determinant of the orbitals `φ j` with particle `i` at `x i`. -/
def slater {S : Type*} (φ : Fin N → S → ℂ) (x : Fin N → S) : ℂ :=
  Matrix.det (Matrix.of fun i j => φ j (x i))
```

`NoLongHop` requires T(x,y) = 0 for y > x+1. Every tridiagonal matrix satisfies this. Entries with y < x are free, and T need not be Hermitian.

```lean
/-- The matrix elements `T x y` with `y` beyond the right neighbour of `x` vanish. -/
def NoLongHop (T : Matrix (Fin M) (Fin M) ℂ) : Prop :=
  ∀ x y : Fin M, x.val + 1 < y.val → T x y = 0
```

The hopping product h_x multiplies the elements T(k,k+1) over k < x, so h_0 = 1. In `hopProduct`, the argument `hx` records that site x exists.

```lean
/-- The product of the matrix elements `T k (k+1)` over the bonds between the first site
and site `x`. -/
def hopProduct (T : Matrix (Fin M) (Fin M) ℂ) (x : ℕ) (hx : x < M) : ℂ :=
  ∏ k : Fin x, T ⟨k.val, k.2.trans hx⟩ ⟨k.val + 1, lt_of_le_of_lt (Nat.succ_le_of_lt k.2) hx⟩
```

That a real many-electron state is a single determinant of eigenvectors of such a T is a physical assumption, which the hypotheses below don't supply.

## (a) One more bond

Show that lengthening the path by one site gives

h_{x+1} = h_x T(x,x+1).

The product for h_{x+1} runs over k = 0, …, x. Split off its last factor, k = x; the rest is h_x. The Lean proof is the library lemma that does this splitting.

```lean
/-- Going one site further multiplies the hopping product by the matrix element of the new
bond. -/
theorem hopProduct_succ (T : Matrix (Fin M) (Fin M) ℂ) (x : ℕ) (hx : x + 1 < M) :
    hopProduct T (x + 1) hx =
      hopProduct T x (Nat.lt_of_succ_lt hx) * T ⟨x, Nat.lt_of_succ_lt hx⟩ ⟨x + 1, hx⟩ :=
  Fin.prod_univ_castSucc _
```

## (b) Amplitudes as polynomials in the energy

Let T have no long hops. Show that for each site x there are polynomials q_y of degree at most x, depending only on T and x, with q_x monic of degree x, such that every solution of Tφ = Eφ obeys

h_x φ(y) = q_y(E) φ(0) for all y ≤ x.

Use induction on x. For x = 0 take q_y = 1. For the step, row x of the eigenvalue equation reads

Σ_{z≤x} T(x,z) φ(z) + T(x,x+1) φ(x+1) = E φ(x).

Multiply by h_x, then use (a) and the induction hypothesis:

h_{x+1} φ(x+1) = [E q_x(E) − Σ_{z≤x} T(x,z) q_z(E)] φ(0).

The sum has degree at most x in E, so the bracket is monic of degree x+1. It is the new polynomial for site x+1. For y ≤ x, multiply the old relation by T(x,x+1). Nothing is divided, so zero hoppings are allowed here.

In Lean the polynomials are chosen before `E` and `φ`, so all orbitals share them. `Function.update` inserts the new polynomial, `far` isolates the term with site x+1, `near` treats the sum over z ≤ x, and `linear_combination` combines them with the row equation.

```lean
/-- If `T` has no long hops, the amplitudes of all its eigenvectors up to site `x`, times the
hopping product, are polynomials in the energy times the amplitude on the first site. The
polynomials depend on `T` and `x` only, have degree at most `x`, and the one of site `x` is monic of
degree `x`. -/
theorem amplitude_polynomials {T : Matrix (Fin M) (Fin M) ℂ} (hT : NoLongHop T) :
    ∀ (x : ℕ) (hx : x < M), ∃ q : Fin M → ℂ[X],
      (q ⟨x, hx⟩).Monic ∧ (q ⟨x, hx⟩).natDegree = x ∧ (∀ y, (q y).natDegree ≤ x) ∧
      ∀ (E : ℂ) (φ : Fin M → ℂ), T *ᵥ φ = E • φ → ∀ y : Fin M, y.val ≤ x →
        hopProduct T x hx * φ y = (q y).eval E * φ ⟨0, Nat.zero_lt_of_lt hx⟩ := by
  intro x
  induction x with
  | zero =>
    intro hx
    refine ⟨fun _ => 1, monic_one, natDegree_one, fun _ => by simp, ?_⟩
    intro E φ _ y hy
    have h0 : y = ⟨0, hx⟩ := Fin.ext (Nat.le_zero.mp hy)
    subst h0
    simp [hopProduct]
  | succ x ih =>
    intro hx
    have hx' : x < M := Nat.lt_of_succ_lt hx
    obtain ⟨q, hm, hd, hle, hq⟩ := ih hx'
    -- the new polynomial is `X * q x - s`, with `s` collecting the sites up to `x`
    obtain ⟨s, hs⟩ : ∃ s : ℂ[X], s = ∑ z ∈ Finset.univ.filter (fun z : Fin M => z.val ≤ x),
      C (T ⟨x, hx'⟩ z) * q z := ⟨_, rfl⟩
    have hsd : s.natDegree ≤ x := by
      rw [hs]
      exact natDegree_sum_le_of_forall_le _ _
        (fun z _ => (natDegree_C_mul_le _ _).trans (hle z))
    have hXd : (X * q ⟨x, hx'⟩).natDegree = x + 1 := by
      rw [natDegree_X_mul hm.ne_zero, hd]
    have hlt : s.natDegree < (X * q ⟨x, hx'⟩).natDegree := by omega
    have hpm : (X * q ⟨x, hx'⟩ - s).Monic :=
      (monic_X.mul hm).sub_of_left (degree_lt_degree hlt)
    have hpd : (X * q ⟨x, hx'⟩ - s).natDegree = x + 1 := by
      rw [natDegree_sub_eq_left_of_natDegree_lt hlt, hXd]
    refine ⟨Function.update (fun y => C (T ⟨x, hx'⟩ ⟨x + 1, hx⟩) * q y) ⟨x + 1, hx⟩
      (X * q ⟨x, hx'⟩ - s), ?_, ?_, ?_, ?_⟩
    · rw [Function.update_self]; exact hpm
    · rw [Function.update_self]; exact hpd
    · intro y
      by_cases hy : y = ⟨x + 1, hx⟩
      · rw [hy, Function.update_self]; exact hpd.le
      · rw [Function.update_of_ne hy]
        exact (natDegree_C_mul_le _ _).trans ((hle y).trans (Nat.le_succ x))
    · intro E φ h y hy
      by_cases hyx : y = ⟨x + 1, hx⟩
      · -- row `x` of the eigenvalue equation determines the amplitude on site `x + 1`
        have row : ∑ z, T ⟨x, hx'⟩ z * φ z = E * φ ⟨x, hx'⟩ := congrFun h ⟨x, hx'⟩
        rw [← Finset.sum_filter_add_sum_filter_not Finset.univ
          (fun z : Fin M => z.val ≤ x)] at row
        have far : ∑ z ∈ Finset.univ.filter (fun z : Fin M => ¬ z.val ≤ x),
            T ⟨x, hx'⟩ z * φ z = T ⟨x, hx'⟩ ⟨x + 1, hx⟩ * φ ⟨x + 1, hx⟩ := by
          apply Finset.sum_eq_single (⟨x + 1, hx⟩ : Fin M)
          · intro z hz hne
            have h1 : ¬ z.val ≤ x := (Finset.mem_filter.mp hz).2
            have h2 : z.val ≠ x + 1 := fun e => hne (Fin.ext e)
            have h3 : x + 1 < z.val := by omega
            rw [hT ⟨x, hx'⟩ z h3, zero_mul]
          · intro hn
            exact (hn (Finset.mem_filter.mpr
              ⟨Finset.mem_univ _, Nat.not_succ_le_self x⟩)).elim
        have near : hopProduct T x hx' *
            ∑ z ∈ Finset.univ.filter (fun z : Fin M => z.val ≤ x), T ⟨x, hx'⟩ z * φ z =
            s.eval E * φ ⟨0, Nat.zero_lt_of_lt hx⟩ := by
          rw [hs, eval_finsetSum, Finset.mul_sum, Finset.sum_mul]
          refine Finset.sum_congr rfl fun z hz => ?_
          rw [eval_mul, eval_C]
          linear_combination T ⟨x, hx'⟩ z * hq E φ h z (Finset.mem_filter.mp hz).2
        rw [far] at row
        have top := hq E φ h ⟨x, hx'⟩ le_rfl
        rw [hyx, Function.update_self, hopProduct_succ T x hx, eval_sub, eval_mul, eval_X]
        linear_combination hopProduct T x hx' * row - near + E * top
      · have h1 : y.val ≠ x + 1 := fun e => hyx (Fin.ext e)
        have h2 : y.val ≤ x := by omega
        rw [Function.update_of_ne hyx, hopProduct_succ T x hx, eval_mul, eval_C]
        linear_combination T ⟨x, hx'⟩ ⟨x + 1, hx⟩ * hq E φ h y h2
```

## (c) An unbroken path

Suppose that every T(x,x+1) is nonzero, meaning that no bond is cut. Show that

h_x ≠ 0 for every site x.

A finite product of nonzero complex numbers is nonzero. The hypothesis `hop` supplies each factor.

```lean
/-- If all `T x (x+1)` are nonzero, so is every hopping product. -/
theorem hopProduct_ne_zero {T : Matrix (Fin M) (Fin M) ℂ}
    (hop : ∀ x y : Fin M, x.val + 1 = y.val → T x y ≠ 0) (x : ℕ) (hx : x < M) :
    hopProduct T x hx ≠ 0 :=
  Finset.prod_ne_zero_iff.mpr fun _ _ => hop _ _ rfl
```

## (d) The first site

Under the assumptions of (b) and (c), show that an eigenvector φ ≠ 0 satisfies

φ(0) ≠ 0.

If φ(0) = 0, then (b) with y = x gives h_x φ(x) = 0 for every x. By (c), φ(x) = 0 everywhere, a contradiction. The Lean proof takes the same steps.

```lean
/-- If `T` has no long hops and all `T x (x+1)` are nonzero, a nonzero eigenvector has nonzero
amplitude on the first site. -/
theorem edge_amplitude_ne_zero {T : Matrix (Fin M) (Fin M) ℂ} (hT : NoLongHop T)
    (hop : ∀ x y : Fin M, x.val + 1 = y.val → T x y ≠ 0) {E : ℂ} {φ : Fin M → ℂ}
    (h : T *ᵥ φ = E • φ) (hφ : φ ≠ 0) (hM : 0 < M) : φ ⟨0, hM⟩ ≠ 0 := by
  intro h0
  apply hφ
  funext x
  obtain ⟨q, _, _, _, hq⟩ := amplitude_polynomials hT x.val x.2
  have hx := hq E φ h x le_rfl
  rw [h0, mul_zero] at hx
  exact (mul_eq_zero.mp hx).resolve_left (hopProduct_ne_zero hop _ _)
```

## (e) From orbitals to energy differences

Write D for the determinant with particle i on site i, and p_i for the monic polynomial q_i that (b) gives for x = i. For a matrix without long hops, show that

(∏_i h_i) D = (∏_j φ_j(0)) ∏_{i<j} (E_j − E_i).

Multiply row i of D by h_i. By (b) the entries become p_i(E_j) φ_j(0). Pull φ_j(0) out of column j, which leaves det[p_i(E_j)]. Since p_i is monic of degree i, subtracting multiples of the earlier rows turns row i into E_j^i. What remains is the Vandermonde determinant, equal to the product of energy differences. For N = 0 both sides are 1.

The row reduction is a single Mathlib lemma, `Matrix.det_eval_matrixOfPolynomials_eq_det_vandermonde`. It takes a family of polynomials, the i-th monic of degree exactly i, and equates the determinant of their values with the Vandermonde determinant. This is why (b) records both the leading coefficient and the degree. The lemma puts the energies in the rows, whereas `slater` has them in the columns, hence the use of `Matrix.det_transpose`. The prefactors are absorbed by `Matrix.det_mul_column`, which, despite its name, multiplies row i by the i-th factor. In the statement, `Fin.castLE hN` places particle i on site i.

```lean
/-- For eigenvectors of a matrix without long hops, the Slater determinant on the first `N`
sites, times the hopping products of these sites, equals the product of the first-site
amplitudes times the product of all energy differences. -/
theorem slater_firstSites_formula {T : Matrix (Fin M) (Fin M) ℂ} (hT : NoLongHop T)
    (hN : N ≤ M) {E : Fin N → ℂ} {φ : Fin N → Fin M → ℂ}
    (h : ∀ j, T *ᵥ φ j = E j • φ j) :
    (∏ i : Fin N, hopProduct T i.val (i.2.trans_le hN)) * slater φ (Fin.castLE hN) =
      (∏ j : Fin N, φ j ⟨0, j.pos.trans_le hN⟩) *
        ∏ i : Fin N, ∏ j ∈ Finset.Ioi i, (E j - E i) := by
  choose q hm hd hle hq using amplitude_polynomials hT
  have V := Matrix.det_eval_matrixOfPolynomials_eq_det_vandermonde E
    (fun i : Fin N => q i.val (i.2.trans_le hN) ⟨i.val, i.2.trans_le hN⟩)
    (fun i => hd i.val (i.2.trans_le hN)) (fun i => hm i.val (i.2.trans_le hN))
  -- absorb the prefactors into the rows on both sides
  have L := Matrix.det_mul_column (fun i : Fin N => hopProduct T i.val (i.2.trans_le hN))
    (Matrix.of fun i j => φ j (Fin.castLE hN i))
  have R := Matrix.det_mul_column (fun j : Fin N => φ j ⟨0, j.pos.trans_le hN⟩)
    (Matrix.of fun j i : Fin N =>
      (q i.val (i.2.trans_le hN) ⟨i.val, i.2.trans_le hN⟩).eval (E j))
  rw [← Matrix.det_vandermonde, V]
  unfold slater
  refine L.symm.trans ((Matrix.det_transpose _).symm.trans
    (Eq.trans (congrArg Matrix.det ?_) R))
  ext j i
  exact (hq i.val (i.2.trans_le hN) (E j) (φ j) (h j) ⟨i.val, i.2.trans_le hN⟩ le_rfl).trans
    (mul_comm _ _)
```

## (f) When the crowded amplitude vanishes

Let T have no long hops and no zero T(x,x+1), and let all φ_j be nonzero. Show that

D ≠ 0 ⇔ E_i ≠ E_j for all i ≠ j.

In (e), the factor in front of D is nonzero by (c), and the product of first-site amplitudes is nonzero by (d). So D vanishes exactly when some energy difference does. In that case two orbitals are proportional, by (b) and (c), and the determinant vanishes at every configuration, not only at this one. Lean expresses distinct energies as `Function.Injective E`, and the two directions of the proof cancel the nonzero factors.

If T(0,1) may vanish, the equivalence can fail. Take two uncoupled sites with T = diag(0,1), and N = 1 with φ_0 = (0,1). A single energy is trivially distinct, yet D = φ_0(0) = 0.

A Monte Carlo run that samples the squared modulus of such a determinant can therefore start from the first N sites when the energies are distinct, although the determinant may be too small for floating-point arithmetic.

```lean
/-- Let `T` have no long hops (as for any tridiagonal matrix) and all `T x (x+1)` nonzero. The
Slater determinant of `N` nonzero eigenvectors, with the particles on the first `N` sites, is
nonzero exactly when the eigenvalues are pairwise distinct. -/
theorem slater_firstSites_ne_zero_iff {T : Matrix (Fin M) (Fin M) ℂ} (hT : NoLongHop T)
    (hop : ∀ x y : Fin M, x.val + 1 = y.val → T x y ≠ 0) (hN : N ≤ M)
    {E : Fin N → ℂ} {φ : Fin N → Fin M → ℂ}
    (h : ∀ j, T *ᵥ φ j = E j • φ j) (hφ : ∀ j, φ j ≠ 0) :
    slater φ (Fin.castLE hN) ≠ 0 ↔ Function.Injective E := by
  have F := slater_firstSites_formula hT hN h
  have A : ∏ i : Fin N, hopProduct T i.val (i.2.trans_le hN) ≠ 0 :=
    Finset.prod_ne_zero_iff.mpr fun i _ => hopProduct_ne_zero hop _ _
  have B : ∏ j : Fin N, φ j ⟨0, j.pos.trans_le hN⟩ ≠ 0 :=
    Finset.prod_ne_zero_iff.mpr fun j _ => edge_amplitude_ne_zero hT hop (h j) (hφ j) _
  rw [← Matrix.det_vandermonde] at F
  rw [← Matrix.det_vandermonde_ne_zero_iff]
  constructor
  · intro hs hv
    rw [hv, mul_zero] at F
    exact mul_ne_zero A hs F
  · intro hv hs
    rw [hs, mul_zero] at F
    exact mul_ne_zero B hv F.symm
```

## (g) The other end

Now let T(x,y) = 0 for x > y+1, let every T(y+1,y) be nonzero, and let all φ_j be nonzero eigenvectors. Show that

det[φ_j(M−1−i)] ≠ 0 ⇔ E_i ≠ E_j for all i ≠ j.

Reflect the chain by x → M−1−x in both T and the orbitals. The eigenvalue equation keeps its form and its energies, and elements below the diagonal move above it. Then (f) applies. In Lean the reflection is `Fin.rev`, and the first condition is `NoLongHop Tᵀ`. For a Hermitian T, the conditions on T in (f) and (g) coincide.

```lean
/-- Let `T x y` vanish for `x` beyond the right neighbour of `y`, and let all `T (y+1) y` be
nonzero. The Slater determinant of `N` nonzero eigenvectors, with the particles on the last `N`
sites, is nonzero exactly when the eigenvalues are pairwise distinct. -/
theorem slater_lastSites_ne_zero_iff {T : Matrix (Fin M) (Fin M) ℂ} (hT : NoLongHop Tᵀ)
    (hop : ∀ x y : Fin M, y.val + 1 = x.val → T x y ≠ 0) (hN : N ≤ M)
    {E : Fin N → ℂ} {φ : Fin N → Fin M → ℂ}
    (h : ∀ j, T *ᵥ φ j = E j • φ j) (hφ : ∀ j, φ j ≠ 0) :
    slater φ (fun i => Fin.rev (Fin.castLE hN i)) ≠ 0 ↔ Function.Injective E := by
  -- reflect the chain and use the result for the first sites
  refine slater_firstSites_ne_zero_iff (T := T.submatrix Fin.rev Fin.rev)
    (φ := fun j x => φ j (Fin.rev x)) ?_ ?_ hN ?_ ?_
  · intro x y hxy
    refine hT (Fin.rev y) (Fin.rev x) ?_
    have hx := x.2
    have hy := y.2
    simp only [Fin.val_rev]
    omega
  · intro x y hxy
    refine hop (Fin.rev x) (Fin.rev y) ?_
    have hx := x.2
    have hy := y.2
    simp only [Fin.val_rev]
    omega
  · intro j
    funext x
    exact (Equiv.sum_comp Fin.revPerm (fun z => T (Fin.rev x) z * φ j z)).trans
      (congrFun (h j) (Fin.rev x))
  · intro j h0
    apply hφ j
    funext x
    have hx := congrFun h0 (Fin.rev x)
    simpa using hx
```

## (h) A three-site chain

Take unit hopping and on-site energies 0, 1, 0.

```lean
/-- A three-site chain with unit hopping and unit on-site energy in the middle. -/
def trimer : Matrix (Fin 3) (Fin 3) ℂ := !![0, 1, 0; 1, 1, 1; 0, 1, 0]
```

Take the orbitals φ_0 = (1,2,1) and φ_1 = (1,−1,1), whose normalised forms carry factors 1/√6 and 1/√3.

```lean
/-- Two orbitals on three sites, with amplitudes `(1, 2, 1)` and `(1, -1, 1)`. -/
def trimerOrbital : Fin 2 → Fin 3 → ℂ := ![![1, 2, 1], ![1, -1, 1]]
```

Check that they meet the conditions of (f), with

Tφ_0 = 2φ_0 and Tφ_1 = −φ_1.

Multiplying out gives Tφ_0 = (2,4,2) and Tφ_1 = (−1,1,−1). Both orbitals are nonzero, 2 ≠ −1, the corner elements of T vanish and both bonds equal 1. Lean goes through the finitely many entries with `fin_cases`.

```lean
/-- The three-site chain has no long hops and nonzero `T x (x+1)`, and the two orbitals are
nonzero eigenvectors with the distinct eigenvalues `2` and `-1`. -/
theorem trimer_witness :
    NoLongHop trimer ∧ (∀ x y : Fin 3, x.val + 1 = y.val → trimer x y ≠ 0) ∧
    (∀ j, trimer *ᵥ trimerOrbital j = (![2, -1] : Fin 2 → ℂ) j • trimerOrbital j) ∧
    (∀ j, trimerOrbital j ≠ 0) ∧ Function.Injective (![2, -1] : Fin 2 → ℂ) := by
  refine ⟨?_, ?_, ?_, ?_, ?_⟩
  · intro x y h
    fin_cases x <;> fin_cases y <;> simp_all [trimer]
  · intro x y h
    fin_cases x <;> fin_cases y <;> simp_all [trimer]
  · intro j
    ext x
    fin_cases j <;> fin_cases x <;>
      simp [trimer, trimerOrbital, Matrix.mulVec, dotProduct, Fin.sum_univ_succ]
    norm_num
  · intro j h
    have h0 := congrFun h 0
    fin_cases j <;> simp [trimerOrbital] at h0
  · have hne : (2 : ℂ) ≠ -1 := by norm_num
    intro i j h
    fin_cases i <;> fin_cases j
    · rfl
    · exact absurd h hne
    · exact absurd h.symm hne
    · rfl
```

## (i) One particle on each end

For the same two orbitals, show that

det[φ_j(x_i)] = 0 for x_0 = 0, x_1 = 2.

Both orbitals are even under reflection, so the two rows are equal, (1,1) and (1,1), and the determinant is 1·1 − 1·1 = 0. On sites 0 and 1 it is 1·(−1) − 1·2 = −3, a normalised amplitude of −1/2. Distinct energies thus do not exclude nodes at other configurations. The state here is an excited one, since the orbital (1,0,−1) with energy 0 is left empty while φ_0 with energy 2 is filled. Lean expands the 2 × 2 determinant.

```lean
/-- The Slater determinant of the two orbitals of the three-site chain vanishes with the
particles on the two end sites. -/
theorem trimer_node : slater trimerOrbital ![0, 2] = 0 := by
  simp [slater, Matrix.det_fin_two, trimerOrbital]

end

end ChainSlaterDeterminant
```

```lean
#print axioms ChainSlaterDeterminant.slater_firstSites_ne_zero_iff
-- 'ChainSlaterDeterminant.slater_firstSites_ne_zero_iff' depends on axioms: [propext, Classical.choice, Quot.sound]
#print axioms ChainSlaterDeterminant.slater_lastSites_ne_zero_iff
-- 'ChainSlaterDeterminant.slater_lastSites_ne_zero_iff' depends on axioms: [propext, Classical.choice, Quot.sound]
#print axioms ChainSlaterDeterminant.trimer_node
-- 'ChainSlaterDeterminant.trimer_node' depends on axioms: [propext, Classical.choice, Quot.sound]
```
